# Optical weight of the singlet Hubbard dimer: minus the mean hopping energy in the ground state

## A ground state defined by its properties

A ground state can enter a theorem as an explicit vector or as any vector with the right properties. These notes take the second course: a ground state is a normalised real eigenvector whose energy is a lower bound on the energy of every state. Its energy and the form of its amplitudes are then derived, and an explicit vector shows that such a state exists.

The system is two electrons on two sites, restricted to the singlets. The basis consists of the covalent singlet, with one electron on each site, and two ionic states, with both electrons on one site or on the other. With hopping amplitude \(t\) and on-site repulsion \(U\),

\[
T=\begin{pmatrix}0&-\sqrt2\,t&-\sqrt2\,t\\-\sqrt2\,t&0&0\\-\sqrt2\,t&0&0\end{pmatrix},\qquad
H=T+\mathrm{diag}(0,U,U),\qquad X=\mathrm{diag}(0,1,-1).
\]

\(X\) is the dipole operator in units of the dipole of an ionic state. For \(t\neq0\), any real \(U\) and any ground state \(\psi\) with energy \(E\), the claim is

\[
HX\psi=U\,X\psi,\qquad 2(U-E)\,\|X\psi\|^2=-\langle T\rangle=\frac{8t^2}{\sqrt{U^2+16t^2}} .
\]

The left-hand side of the second equation, twice the excitation energy times the squared norm of the dipole-excited state, is the optical weight. In this two-site model, repulsion thus suppresses the optical weight exactly as it suppresses the magnitude of the hopping energy, and the closed form can be used to check a small exact-diagonalisation code.

## The double commutator gives the sum rule

Let \(H\) and \(X\) be symmetric and \(H\psi=E\psi\). Expanding,

\[
[X,[H,X]]=2XHX-X^2H-HX^2 .
\]

In the expectation value, the last two terms each give \(-E\|X\psi\|^2\), so

\[
\langle[X,[H,X]]\rangle=2\big(\langle X\psi,HX\psi\rangle-E\|X\psi\|^2\big).
\]

For the dimer, the repulsion is diagonal and commutes with \(X\). If \(x_i\) are the diagonal entries of \(X\), the entries of the double commutator are \(-(x_i-x_j)^2T_{ij}\). Hopping only connects \(x=0\) with \(x=\pm1\), so \([X,[H,X]]=-T\). In the continuum f-sum rule for local potentials, the corresponding commutator is a constant fixed by the number and mass of the electrons; here it is an operator, and the weight depends on the state.

## Energy and shape of the ground state

A vector \((c,a,a)\) is an eigenvector with energy \(E\) if

\[
-2\sqrt2\,t\,a=Ec,\qquad -\sqrt2\,t\,c+Ua=Ea .
\]

Eliminating \(c\) gives \(E^2=UE+4t^2\), with lower root

\[
E_0=\tfrac12\big(U-\sqrt{U^2+16t^2}\big).
\]

For \(t\ne0\) the square root exceeds \(|U|\), hence \(E_0<0\) and \(E_0<U\). The normalised eigenvector is \((2\sqrt2\,t,-E_0,-E_0)/\sqrt{8t^2+2E_0^2}\).

No state lies lower. For every \(\phi=(\phi_0,\phi_1,\phi_2)\), the secular equation gives

\[
-E_0\big(\langle\phi,H\phi\rangle-E_0\|\phi\|^2\big)
=\big(-E_0\phi_0-\sqrt2\,t(\phi_1+\phi_2)\big)^2+2t^2(\phi_1-\phi_2)^2\ge0,
\]

and \(-E_0>0\).

Now let \(\psi\) be any ground state with energy \(E\). It and the explicit vector bound each other's energies, so \(E=E_0\). Subtracting the two ionic rows of \(H\psi=E\psi\) gives \((U-E)(\psi_1-\psi_2)=0\), and \(E<U\) forces \(\psi_1=\psi_2\).

## A single absorption line carries the weight

Since \(X\psi=(0,\psi_1,-\psi_1)\), the hopping contributions to the covalent state cancel and \(HX\psi=UX\psi\). The sum rule becomes \(2(U-E)\|X\psi\|^2=-\langle T\rangle\).

For the closed form, the covalent row gives \(E^2\psi_0^2=8t^2\psi_1^2\). Multiplying the normalisation \(\psi_0^2+2\psi_1^2=1\) by \(E^2\) and using \(4t^2=E^2-UE\),

\[
E^2=(8t^2+2E^2)\psi_1^2=-2E(U-2E)\psi_1^2,
\qquad\text{so}\qquad 2\psi_1^2=\frac{-E}{U-2E}.
\]

With \(\|X\psi\|^2=2\psi_1^2\), \(-E(U-E)=4t^2\) and \(U-2E=\sqrt{U^2+16t^2}\), the weight is

\[
2(U-E)\,\frac{-E}{U-2E}=\frac{8t^2}{\sqrt{U^2+16t^2}} .
\]

## From free electrons to strong coupling

At \(U=0\) the energy is \(-2|t|\), two electrons in the lower of the two orbitals, and the weight is \(2|t|\).

For \(U>0\), write \(S=\sqrt{U^2+16t^2}\) and \(W\) for the weight. From \(U\le S\le U+4|t|\),

\[
0\le 8t^2-UW=8t^2\,\frac{S-U}{S}\le 8t^2\,\frac{4|t|}{U},
\]

so \(UW\to8t^2\) as \(U\to\infty\). This bound is enough for the limit but is not sharp: since \(S-U=16t^2/(S+U)\), the relative deviation \((S-U)/S\) is at most \(8t^2/U^2\).

## An excited state breaks the closed form

Suppose the lower-bound condition is removed and \(\psi\) is only a normalised eigenvector. Take \(\psi=(0,1,-1)/\sqrt2\), with \(E=U\). Its weight \(2(U-E)\|X\psi\|^2\) is zero, whereas \(8t^2/\sqrt{U^2+16t^2}\) is positive for \(t\neq0\). Also \(X\psi=(0,1,1)/\sqrt2\) is not an eigenvector, because \(H\) gives it the covalent amplitude \(-2t\).

## The Lean statement in physical terms

States are functions `Fin 3 → ℝ`, so `ψ 0` is the covalent amplitude and `ψ 1`, `ψ 2` are the ionic ones. The matrices \(T\), \(H\) and \(X\) are `hopping t`, `hamiltonian t U` and `dipole`. The three fields of `IsGroundState t U E ψ` are normalisation, the eigenvalue equation and the lower bound on the energy.

The definition `opticalWeight` has the excitation energy \(U-E\) built in. The first conclusion of `optical_sum_rule` justifies this: the dipole-excited state has energy \(U\). The other two conclusions are the sum rule and the closed form. In `strong_coupling_limit`, `E` and `ψ` are functions of \(U\) that supply a ground state for each \(U>0\).

The \(3\times3\) matrices are the starting point and are not derived from a second-quantised Hamiltonian. Triplets, complex amplitudes, larger clusters and a frequency-dependent conductivity are not treated.

```lean
import Mathlib

open Matrix Filter Topology

namespace HubbardDimerSumRule

noncomputable section

/-- The commutator of two matrices. -/
def comm {n : Type*} [Fintype n] (A B : Matrix n n ℝ) : Matrix n n ℝ := A * B - B * A

/-- Hopping between the covalent singlet (first basis state) and the two ionic singlets. -/
def hopping (t : ℝ) : Matrix (Fin 3) (Fin 3) ℝ :=
  !![0, -(√2 * t), -(√2 * t); -(√2 * t), 0, 0; -(√2 * t), 0, 0]

/-- The on-site repulsion, which costs `U` in each ionic state. -/
def repulsion (U : ℝ) : Matrix (Fin 3) (Fin 3) ℝ := !![0, 0, 0; 0, U, 0; 0, 0, U]

/-- The Hamiltonian of the half-filled Hubbard dimer in the singlet sector. -/
def hamiltonian (t U : ℝ) : Matrix (Fin 3) (Fin 3) ℝ := hopping t + repulsion U

/-- The dipole operator, with opposite values in the two ionic states. -/
def dipole : Matrix (Fin 3) (Fin 3) ℝ := !![0, 0, 0; 0, 1, 0; 0, 0, -1]

/-- A normalised real eigenvector whose energy `E` bounds the energy of every state from below. -/
structure IsGroundState (t U E : ℝ) (ψ : Fin 3 → ℝ) : Prop where
  unit : ψ ⬝ᵥ ψ = 1
  eigen : hamiltonian t U *ᵥ ψ = E • ψ
  lowest : ∀ φ : Fin 3 → ℝ, E * (φ ⬝ᵥ φ) ≤ φ ⬝ᵥ (hamiltonian t U *ᵥ φ)

/-- The lower root of the secular equation `E² = U E + 4t²`. -/
def groundEnergy (t U : ℝ) : ℝ := (U - √(U ^ 2 + 16 * t ^ 2)) / 2

/-- An explicit normalised state with equal ionic amplitudes, for `t ≠ 0`. -/
def groundVector (t U : ℝ) : Fin 3 → ℝ :=
  (√(8 * t ^ 2 + 2 * groundEnergy t U ^ 2))⁻¹ •
    ![2 * √2 * t, -groundEnergy t U, -groundEnergy t U]

/-- Twice the excitation energy `U - E` times the squared norm of the dipole-excited state. -/
def opticalWeight (U E : ℝ) (ψ : Fin 3 → ℝ) : ℝ :=
  2 * (U - E) * ((dipole *ᵥ ψ) ⬝ᵥ (dipole *ᵥ ψ))

/-- For real symmetric `H` and `X` and a vector with `H ψ = E ψ`, the quadratic form
`ψ · [X,[H,X]] ψ` equals `2 (X ψ) · (H - E) (X ψ)`. Neither `ψ` nor `X ψ` need be normalised. -/
theorem double_commutator_sum_rule {n : Type*} [Fintype n] (H X : Matrix n n ℝ)
    (hH : Hᵀ = H) (hX : Xᵀ = X) {E : ℝ} {ψ : n → ℝ} (hψ : H *ᵥ ψ = E • ψ) :
    ψ ⬝ᵥ (comm X (comm H X) *ᵥ ψ) =
      2 * ((X *ᵥ ψ) ⬝ᵥ (H *ᵥ (X *ᵥ ψ)) - E * ((X *ᵥ ψ) ⬝ᵥ (X *ᵥ ψ))) := by
  have sym : ∀ A : Matrix n n ℝ, Aᵀ = A → ∀ u v : n → ℝ,
      u ⬝ᵥ (A *ᵥ v) = (A *ᵥ u) ⬝ᵥ v := by
    intro A hA u v
    rw [Matrix.dotProduct_mulVec, ← Matrix.vecMul_transpose, hA]
  have e : comm X (comm H X) *ᵥ ψ = X *ᵥ (H *ᵥ (X *ᵥ ψ)) - X *ᵥ (X *ᵥ (H *ᵥ ψ))
      - (H *ᵥ (X *ᵥ (X *ᵥ ψ)) - X *ᵥ (H *ᵥ (X *ᵥ ψ))) := by
    simp only [comm, Matrix.mul_sub, Matrix.sub_mul, Matrix.sub_mulVec,
      Matrix.mulVec_mulVec, Matrix.mul_assoc]
  -- let each outer operator act to the left
  have h1 := sym X hX ψ (H *ᵥ (X *ᵥ ψ))
  have h2 : ψ ⬝ᵥ (X *ᵥ (X *ᵥ (E • ψ))) = E * ((X *ᵥ ψ) ⬝ᵥ (X *ᵥ ψ)) := by
    rw [sym X hX ψ (X *ᵥ (E • ψ)), Matrix.mulVec_smul, dotProduct_smul, smul_eq_mul]
  have h3 : ψ ⬝ᵥ (H *ᵥ (X *ᵥ (X *ᵥ ψ))) = E * ((X *ᵥ ψ) ⬝ᵥ (X *ᵥ ψ)) := by
    rw [sym H hH ψ (X *ᵥ (X *ᵥ ψ)), hψ, smul_dotProduct, sym X hX ψ (X *ᵥ ψ), smul_eq_mul]
  rw [e, hψ]
  simp only [dotProduct_sub]
  rw [h1, h2, h3]
  ring

/-- For the dimer, the double commutator `[X,[H,X]]` is minus the hopping operator. -/
theorem dimer_double_commutator (t U : ℝ) :
    comm dipole (comm (hamiltonian t U) dipole) = -hopping t := by
  ext i j
  fin_cases i <;> fin_cases j <;>
    simp [comm, dipole, hamiltonian, hopping, repulsion]

/-- The Hamiltonian acting on the three singlet amplitudes. -/
theorem hamiltonian_mulVec (t U : ℝ) (ψ : Fin 3 → ℝ) :
    hamiltonian t U *ᵥ ψ = ![-(√2 * t) * (ψ 1 + ψ 2),
      -(√2 * t) * ψ 0 + U * ψ 1, -(√2 * t) * ψ 0 + U * ψ 2] := by
  ext i
  fin_cases i <;>
    simp [hamiltonian, hopping, repulsion, Matrix.mulVec, dotProduct, Fin.sum_univ_three]
  ring

/-- For `t ≠ 0` the energy `groundEnergy t U` is negative, lies below `U`, and solves the
secular equation. -/
theorem groundEnergy_spec {t : ℝ} (ht : t ≠ 0) (U : ℝ) :
    groundEnergy t U < 0 ∧ groundEnergy t U < U ∧
      groundEnergy t U ^ 2 = U * groundEnergy t U + 4 * t ^ 2 := by
  have h2 : 0 < t ^ 2 := by positivity
  have hS : √(U ^ 2 + 16 * t ^ 2) ^ 2 = U ^ 2 + 16 * t ^ 2 := Real.sq_sqrt (by positivity)
  have ha : U < √(U ^ 2 + 16 * t ^ 2) := Real.lt_sqrt_of_sq_lt (by linarith)
  have hb : -U < √(U ^ 2 + 16 * t ^ 2) := Real.lt_sqrt_of_sq_lt (by nlinarith)
  unfold groundEnergy
  refine ⟨by linarith, by linarith, ?_⟩
  linear_combination hS / 4

/-- For `t ≠ 0` the explicit vector `groundVector t U` is a ground state, with energy
`groundEnergy t U`. -/
theorem isGroundState_witness {t : ℝ} (ht : t ≠ 0) (U : ℝ) :
    IsGroundState t U (groundEnergy t U) (groundVector t U) := by
  obtain ⟨h0, -, hs⟩ := groundEnergy_spec ht U
  unfold groundVector
  generalize groundEnergy t U = e at *
  have r2 : √2 ^ 2 = (2 : ℝ) := Real.sq_sqrt (by norm_num)
  have hpos : 0 < 8 * t ^ 2 + 2 * e ^ 2 := by positivity
  refine ⟨?_, ?_, fun φ => ?_⟩
  · have hN : ![2 * √2 * t, -e, -e] ⬝ᵥ ![2 * √2 * t, -e, -e] = 8 * t ^ 2 + 2 * e ^ 2 := by
      simp only [dotProduct, Fin.sum_univ_three]
      show 2 * √2 * t * (2 * √2 * t) + -e * -e + -e * -e = _
      linear_combination 4 * t ^ 2 * r2
    rw [smul_dotProduct, dotProduct_smul, hN, smul_eq_mul, smul_eq_mul, ← mul_assoc,
      ← mul_inv, Real.mul_self_sqrt hpos.le, inv_mul_cancel₀ hpos.ne']
  · have hv : hamiltonian t U *ᵥ ![2 * √2 * t, -e, -e] = e • ![2 * √2 * t, -e, -e] := by
      rw [hamiltonian_mulVec]
      funext i
      fin_cases i
      · show -(√2 * t) * (-e + -e) = e * (2 * √2 * t)
        ring
      · show -(√2 * t) * (2 * √2 * t) + U * -e = e * -e
        linear_combination hs - 2 * t ^ 2 * r2
      · show -(√2 * t) * (2 * √2 * t) + U * -e = e * -e
        linear_combination hs - 2 * t ^ 2 * r2
    rw [Matrix.mulVec_smul, hv, smul_comm]
  · rw [hamiltonian_mulVec]
    simp only [dotProduct, Fin.sum_univ_three]
    show e * (φ 0 * φ 0 + φ 1 * φ 1 + φ 2 * φ 2) ≤ φ 0 * (-(√2 * t) * (φ 1 + φ 2)) +
      φ 1 * (-(√2 * t) * φ 0 + U * φ 1) + φ 2 * (-(√2 * t) * φ 0 + U * φ 2)
    -- the energy above `e`, times `-e > 0`, is a sum of squares
    refine le_of_mul_le_mul_left ?_ (neg_pos.2 h0)
    have k : 0 ≤ (-e * φ 0 - √2 * t * (φ 1 + φ 2)) ^ 2 + 2 * t ^ 2 * (φ 1 - φ 2) ^ 2 := by
      positivity
    linear_combination k - (φ 1 ^ 2 + φ 2 ^ 2) * hs + t ^ 2 * (φ 1 + φ 2) ^ 2 * r2

/-- For `t ≠ 0` every ground state has energy `groundEnergy t U` and equal amplitudes on the
two ionic states. -/
theorem ground_state_shape {t U E : ℝ} {ψ : Fin 3 → ℝ} (ht : t ≠ 0)
    (h : IsGroundState t U E ψ) : E = groundEnergy t U ∧ ψ 2 = ψ 1 := by
  have w := isGroundState_witness ht U
  have a := h.lowest (groundVector t U)
  rw [w.eigen, dotProduct_smul, w.unit, smul_eq_mul, mul_one, mul_one] at a
  have b := w.lowest ψ
  rw [h.eigen, dotProduct_smul, h.unit, smul_eq_mul, mul_one, mul_one] at b
  have hU := (groundEnergy_spec ht U).2.1
  have e1 := congrFun h.eigen 1
  have e2 := congrFun h.eigen 2
  rw [hamiltonian_mulVec] at e1 e2
  change -(√2 * t) * ψ 0 + U * ψ 1 = E * ψ 1 at e1
  change -(√2 * t) * ψ 0 + U * ψ 2 = E * ψ 2 at e2
  refine ⟨le_antisymm a b, mul_left_cancel₀ (sub_ne_zero.2 (a.trans_lt hU).ne') ?_⟩
  linear_combination e2 - e1

/-- For `t ≠ 0` and any ground state `ψ`, the vector `dipole *ᵥ ψ` satisfies the eigenvalue equation
with energy `U`, and the optical weight of `ψ` is minus the mean hopping energy in `ψ` and equals
`8t²/√(U²+16t²)`. -/
theorem optical_sum_rule {t U E : ℝ} {ψ : Fin 3 → ℝ} (ht : t ≠ 0)
    (h : IsGroundState t U E ψ) :
    hamiltonian t U *ᵥ (dipole *ᵥ ψ) = U • (dipole *ᵥ ψ) ∧
    opticalWeight U E ψ = -(ψ ⬝ᵥ (hopping t *ᵥ ψ)) ∧
    opticalWeight U E ψ = 8 * t ^ 2 / √(U ^ 2 + 16 * t ^ 2) := by
  obtain ⟨hE, h12⟩ := ground_state_shape ht h
  obtain ⟨h0, hU, hs⟩ := groundEnergy_spec ht U
  rw [← hE] at h0 hU hs
  have hd : dipole *ᵥ ψ = ![0, ψ 1, -ψ 1] := by
    ext i
    fin_cases i <;> simp [dipole, Matrix.mulVec, dotProduct, Fin.sum_univ_three, h12]
  have hexc : hamiltonian t U *ᵥ (dipole *ᵥ ψ) = U • (dipole *ᵥ ψ) := by
    rw [hd, hamiltonian_mulVec]
    ext i
    fin_cases i <;> simp
  refine ⟨hexc, ?_, ?_⟩
  · have hH : (hamiltonian t U)ᵀ = hamiltonian t U := by
      ext i j
      fin_cases i <;> fin_cases j <;> simp [hamiltonian, hopping, repulsion]
    have hX : dipoleᵀ = dipole := by
      ext i j
      fin_cases i <;> fin_cases j <;> simp [dipole]
    have s := double_commutator_sum_rule _ _ hH hX h.eigen
    rw [dimer_double_commutator, hexc, dotProduct_smul, smul_eq_mul, Matrix.neg_mulVec,
      dotProduct_neg] at s
    unfold opticalWeight
    linear_combination -s
  · have r2 : √2 ^ 2 = (2 : ℝ) := Real.sq_sqrt (by norm_num)
    have hS : √(U ^ 2 + 16 * t ^ 2) = U - 2 * E := by
      rw [hE, groundEnergy]
      ring
    have e0 := congrFun h.eigen 0
    rw [hamiltonian_mulVec] at e0
    change -(√2 * t) * (ψ 1 + ψ 2) = E * ψ 0 at e0
    have n := h.unit
    simp only [dotProduct, Fin.sum_univ_three] at n
    rw [h12] at e0 n
    have q : E ^ 2 * ψ 0 ^ 2 = 8 * t ^ 2 * ψ 1 ^ 2 := by
      linear_combination -(E * ψ 0 - 2 * √2 * t * ψ 1) * e0 + 4 * t ^ 2 * ψ 1 ^ 2 * r2
    -- normalisation fixes the ionic amplitude
    have key : 2 * (U - 2 * E) * ψ 1 ^ 2 = -E := by
      refine mul_left_cancel₀ h0.ne ?_
      linear_combination -E ^ 2 * n + q - 2 * ψ 1 ^ 2 * hs
    have hx : (dipole *ᵥ ψ) ⬝ᵥ (dipole *ᵥ ψ) = 2 * ψ 1 ^ 2 := by
      rw [hd]
      simp only [dotProduct, Fin.sum_univ_three]
      show 0 * 0 + ψ 1 * ψ 1 + -ψ 1 * -ψ 1 = _
      ring
    have hp : 0 < U - 2 * E := by linarith
    rw [opticalWeight, hx, hS, eq_div_iff hp.ne']
    linear_combination 2 * (U - E) * key + 2 * hs

/-- For `t ≠ 0` and `U > 0`, `U` times the optical weight of a ground state lies below `8t²` by at
most the fraction `4|t|/U`. -/
theorem strong_coupling_bounds {t U E : ℝ} {ψ : Fin 3 → ℝ} (ht : t ≠ 0) (hU : 0 < U)
    (h : IsGroundState t U E ψ) :
    8 * t ^ 2 - 8 * t ^ 2 * (4 * |t| / U) ≤ U * opticalWeight U E ψ ∧
      U * opticalWeight U E ψ ≤ 8 * t ^ 2 := by
  rw [(optical_sum_rule ht h).2.2]
  have h1 : U ≤ √(U ^ 2 + 16 * t ^ 2) := (Real.le_sqrt' hU).2 (by nlinarith [sq_nonneg t])
  have h2 : √(U ^ 2 + 16 * t ^ 2) ≤ U + 4 * |t| :=
    Real.sqrt_le_iff.2 ⟨by positivity,
      by nlinarith [sq_abs t, mul_nonneg hU.le (abs_nonneg t)]⟩
  generalize √(U ^ 2 + 16 * t ^ 2) = S at *
  have hS : 0 < S := hU.trans_le h1
  have k : (S - U) / S ≤ 4 * |t| / U := by
    rw [div_le_div_iff₀ hS hU]
    exact mul_le_mul (by linarith) h1 hU.le (by positivity)
  have k0 : 0 ≤ (S - U) / S := div_nonneg (by linarith) hS.le
  have e : U * (8 * t ^ 2 / S) = 8 * t ^ 2 - 8 * t ^ 2 * ((S - U) / S) := by
    rw [sub_div, div_self hS.ne']
    ring
  have p : 0 ≤ 8 * t ^ 2 := by positivity
  rw [e]
  exact ⟨by linarith [mul_le_mul_of_nonneg_left k p], by linarith [mul_nonneg p k0]⟩

/-- At fixed `t ≠ 0`, `U` times the optical weight of the ground state tends to `8t²` as `U`
tends to infinity. -/
theorem strong_coupling_limit {t : ℝ} (ht : t ≠ 0) (E : ℝ → ℝ) (ψ : ℝ → Fin 3 → ℝ)
    (h : ∀ U, 0 < U → IsGroundState t U (E U) (ψ U)) :
    Tendsto (fun U => U * opticalWeight U (E U) (ψ U)) atTop (𝓝 (8 * t ^ 2)) := by
  have h0 : Tendsto (fun U : ℝ => 4 * |t| / U) atTop (𝓝 0) :=
    tendsto_const_nhds.div_atTop tendsto_id
  have hl : Tendsto (fun U : ℝ => 8 * t ^ 2 - 8 * t ^ 2 * (4 * |t| / U)) atTop
      (𝓝 (8 * t ^ 2)) := by
    simpa only [mul_zero, sub_zero] using (h0.const_mul (8 * t ^ 2)).const_sub (8 * t ^ 2)
  refine tendsto_of_tendsto_of_tendsto_of_le_of_le' hl tendsto_const_nhds ?_ ?_
  · filter_upwards [eventually_gt_atTop 0] with U hU
    exact (strong_coupling_bounds ht hU (h U hU)).1
  · filter_upwards [eventually_gt_atTop 0] with U hU
    exact (strong_coupling_bounds ht hU (h U hU)).2

end

end HubbardDimerSumRule
```

```lean
#print axioms HubbardDimerSumRule.optical_sum_rule
-- 'HubbardDimerSumRule.optical_sum_rule' depends on axioms: [propext, Classical.choice, Quot.sound]
#print axioms HubbardDimerSumRule.strong_coupling_limit
-- 'HubbardDimerSumRule.strong_coupling_limit' depends on axioms: [propext, Classical.choice, Quot.sound]
```

## The algebra inside the proofs

`double_commutator_sum_rule` works for matrices of any finite size. Its local fact `sym` moves a symmetric matrix from one side of the scalar product to the other, `e` expands the commutators, and `h1` to `h3` evaluate the terms. `dimer_double_commutator` checks the nine matrix entries.

`hamiltonian_mulVec` writes out the three rows of \(H\psi\), and `groundEnergy_spec` supplies the two inequalities and the secular equation. In `isGroundState_witness`, the three goals are the fields of the definition. The last one uses `k`, the non-negative sum of squares above; `linear_combination` then verifies the identity with the help of the secular equation `hs` and \((\sqrt2)^2=2\), called `r2`.

In `ground_state_shape`, `a` and `b` are the two energy comparisons. The difference of the ionic rows, `e2 - e1`, gives equal amplitudes after cancelling the non-zero factor \(U-E\).

`optical_sum_rule` first computes \(X\psi\) in `hd` and its eigenvalue equation in `hexc`. Inserting `hexc` and `dimer_double_commutator` into the general sum rule gives the hopping energy. For the closed form, `q` is the squared covalent row and `key` is the relation \(2(U-2E)\psi_1^2=-E\), obtained by cancelling \(E\neq0\).

`strong_coupling_bounds` replaces the square root by `S` and proves the two-sided estimate. `strong_coupling_limit` squeezes \(UW\) between the lower bound, which tends to \(8t^2\), and the constant \(8t^2\).
